# Antipolar ground states and the polar energy gap of a two-sublattice quartic model

**Q:** You have replaced a crystal by two real numbers. What is left of the antiferroelectric?

**A:** One uniform polarisation component per sublattice, $p$ and $q$, and a postulated energy

$$E(p,q) = -\tfrac{a}{2}(p^2+q^2) + \tfrac{b}{4}(p^4+q^4) + g\,pq .$$

With $a>0$, an isolated sublattice lowers its energy by polarising. With $b>0$, that polarisation saturates. With $g>0$, the coupling favours antiparallel sublattices. These constants are inputs, not derived from a Hamiltonian. There is no applied field, strain, temperature or spatial variation.

```lean
import Mathlib

open Filter Topology

namespace AntiferroelectricGroundState

/-- Energy of two sublattice polarisations `p` and `q`, with double-well coefficients `a`, `b`
and intersublattice coupling `g`. -/
noncomputable def energy (a b g p q : ℝ) : ℝ :=
  -a * (p ^ 2 + q ^ 2) / 2 + b * (p ^ 4 + q ^ 4) / 4 + g * p * q
```

In `energy a b g p q` all five arguments are real numbers without units. A state is a pair `z : ℝ × ℝ`, with `z.1` as $p$ and `z.2` as $q$. Here a polar state is any with $p=q$ and an antipolar one any with $p=-q$, so the unpolarised state $p=q=0$ is counted in both classes.

**Q:** With a quartic in two variables, how do you know that you have every global minimum and not just the stationary points you looked for?

**A:** By completing squares, which avoids stationary points altogether. Put $P^2=(a+g)/b$. Since $bP^2=a+g$,

$$\tfrac b4\left[(p^2-P^2)^2+(q^2-P^2)^2\right] = \tfrac b4(p^4+q^4)-\tfrac{a+g}{2}(p^2+q^2)+\tfrac{(a+g)^2}{2b}.$$

Adding $\tfrac g2(p+q)^2=\tfrac g2(p^2+q^2)+g\,pq$ restores the coefficient $-a/2$ and the coupling, so

$$E=-\tfrac{(a+g)^2}{2b}+\tfrac b4\left[(p^2-P^2)^2+(q^2-P^2)^2\right]+\tfrac g2(p+q)^2 .$$

```lean
/-- For `b ≠ 0` the energy is a constant plus multiples of the squares of `p² - (a + g) / b`,
`q² - (a + g) / b` and `p + q`. -/
theorem energy_eq_squares {a b g : ℝ} (hb : b ≠ 0) (p q : ℝ) :
    energy a b g p q = -(a + g) ^ 2 / (2 * b)
      + b / 4 * ((p ^ 2 - (a + g) / b) ^ 2 + (q ^ 2 - (a + g) / b) ^ 2)
      + g / 2 * (p + q) ^ 2 := by
  unfold energy
  field_simp
  ring
```

On the polar line, $E(m,m)=-(a-g)m^2+\tfrac b2m^4$. With $s=(a-g)/b$ this is $-\tfrac{(a-g)^2}{2b}+\tfrac b2(m^2-s)^2$.

```lean
/-- For `b ≠ 0` the energy of a polar state `p = q = m` is a constant plus a multiple of one
square. -/
theorem energy_polar {a b g : ℝ} (hb : b ≠ 0) (m : ℝ) :
    energy a b g m m = -(a - g) ^ 2 / (2 * b) + b / 2 * (m ^ 2 - (a - g) / b) ^ 2 := by
  unfold energy
  field_simp
  ring
```

For states off that line, write $p=m+x$ and $q=m-x$. Then $p^2+q^2=2m^2+2x^2$, $p^4+q^4=2m^4+12m^2x^2+2x^4$ and $pq=m^2-x^2$, which gives

$$E(m+x,m-x)=E(m,m)+(3bm^2-a-g)x^2+\tfrac b2x^4 .$$

```lean
/-- A staggered distortion `x` about a mean polarisation `m` changes the energy by a quadratic
term with stiffness `3 b m² - a - g` and a quartic term. -/
theorem energy_staggered (a b g m x : ℝ) :
    energy a b g (m + x) (m - x)
      = energy a b g m m + (3 * b * m ^ 2 - a - g) * x ^ 2 + b / 2 * x ^ 4 := by
  unfold energy
  ring
```

In the first two Lean proofs `field_simp` clears the denominators before `ring` compares the polynomials; in the third `ring` suffices.

**Q:** A lower bound is not yet a ground-state energy. Is it reached?

**A:** Yes, and the statement says so through `IsLeast`. `IsLeast S e` means that `e` belongs to the set `S` and that no element of `S` is smaller. Here `S` is the range of the energy, so membership supplies an actual state with that energy. An infimum alone would not.

```lean
/-- For positive `a`, `b`, `g` the least energy over all pairs of sublattice polarisations is
`-(a + g)² / (2 b)`. -/
theorem ground_energy {a b g : ℝ} (ha : 0 < a) (hb : 0 < b) (hg : 0 < g) :
    IsLeast (Set.range fun z : ℝ × ℝ => energy a b g z.1 z.2) (-(a + g) ^ 2 / (2 * b)) := by
  have hP : (√((a + g) / b)) ^ 2 = (a + g) / b := Real.sq_sqrt (by positivity)
  constructor
  · refine ⟨(√((a + g) / b), -√((a + g) / b)), ?_⟩
    show energy a b g (√((a + g) / b)) (-√((a + g) / b)) = _
    rw [energy_eq_squares hb.ne', neg_sq, hP]
    ring
  · rintro _ ⟨z, rfl⟩
    show _ ≤ energy a b g z.1 z.2
    rw [energy_eq_squares hb.ne']
    have n1 : 0 ≤ b / 4 * ((z.1 ^ 2 - (a + g) / b) ^ 2 + (z.2 ^ 2 - (a + g) / b) ^ 2) := by
      positivity
    have n2 : 0 ≤ g / 2 * (z.1 + z.2) ^ 2 := by positivity
    linarith
```

The first half of the proof inserts $(P,-P)$, where all the squares vanish. The second half observes that the squares are non-negative when $b,g>0$.

**Q:** Which states have this least energy?

**A:** The set of pairs whose energy is no higher than that of any other pair equals $\{(P,-P),(-P,P)\}$. The theorem also states $P>0$, so the two are distinct. It assumes $a,b,g>0$, but not $g<a$.

```lean
/-- For positive `a`, `b`, `g` the global minimisers are exactly the two antipolar states
`p = -q = ±√((a + g) / b)`, and this polarisation is nonzero. -/
theorem ground_states {a b g : ℝ} (ha : 0 < a) (hb : 0 < b) (hg : 0 < g) :
    0 < √((a + g) / b) ∧
    {z : ℝ × ℝ | ∀ w : ℝ × ℝ, energy a b g z.1 z.2 ≤ energy a b g w.1 w.2}
      = {(√((a + g) / b), -√((a + g) / b)), (-√((a + g) / b), √((a + g) / b))} := by
  have hP : (√((a + g) / b)) ^ 2 = (a + g) / b := Real.sq_sqrt (by positivity)
  have hmin := ground_energy ha hb hg
  refine ⟨Real.sqrt_pos.mpr (by positivity), ?_⟩
  ext ⟨p, q⟩
  simp only [Set.mem_ofPred_eq, Set.mem_insert_iff, Set.mem_singleton_iff, Prod.mk.injEq]
  constructor
  · intro h
    obtain ⟨w, hw⟩ := hmin.1
    have h1 : energy a b g p q ≤ -(a + g) ^ 2 / (2 * b) := (h w).trans_eq hw
    rw [energy_eq_squares hb.ne'] at h1
    -- at the minimum each square vanishes
    have n1 : 0 ≤ b / 4 * ((p ^ 2 - (a + g) / b) ^ 2 + (q ^ 2 - (a + g) / b) ^ 2) := by
      positivity
    have n2 : 0 ≤ g / 2 * (p + q) ^ 2 := by positivity
    have e1 : b / 4 * ((p ^ 2 - (a + g) / b) ^ 2 + (q ^ 2 - (a + g) / b) ^ 2) = 0 := by
      linarith
    have e2 : g / 2 * (p + q) ^ 2 = 0 := by linarith
    have hpq : p + q = 0 :=
      (pow_eq_zero_iff two_ne_zero).mp ((mul_eq_zero.mp e2).resolve_left (by positivity))
    have e3 := (mul_eq_zero.mp e1).resolve_left (by positivity)
    have hp : p ^ 2 - (a + g) / b = 0 := by
      refine (pow_eq_zero_iff two_ne_zero).mp ?_
      linarith [sq_nonneg (p ^ 2 - (a + g) / b), sq_nonneg (q ^ 2 - (a + g) / b)]
    have hf : (p - √((a + g) / b)) * (p + √((a + g) / b)) = 0 := by
      linear_combination hp - hP
    rcases mul_eq_zero.mp hf with h2 | h2
    · exact Or.inl ⟨by linarith, by linarith⟩
    · exact Or.inr ⟨by linarith, by linarith⟩
  · intro h w
    have hw : -(a + g) ^ 2 / (2 * b) ≤ energy a b g w.1 w.2 := hmin.2 ⟨w, rfl⟩
    refine le_trans (le_of_eq ?_) hw
    show energy a b g p q = _
    rcases h with ⟨h1, h2⟩ | ⟨h1, h2⟩ <;>
    · rw [energy_eq_squares hb.ne', h1, h2, neg_sq, hP]
      ring
```

If $(p,q)$ is a minimiser, its energy is at most $-(a+g)^2/(2b)$, so both non-negative terms are zero (`e1`, `e2`). Hence $q=-p$ and $p^2=P^2$. The factorisation $(p-P)(p+P)=0$ in `hf` then gives the two cases. Conversely, substituting either pair gives the least energy.

**Q:** Now the gap. Is the polar energy also a true minimum, within its own class?

**A:** Yes, for $b>0$ and $g<a$. Then $s>0$, and $p=q=\sqrt s$ makes the remaining square vanish.

```lean
/-- For `b > 0` and `g < a` the least energy among polar states `p = q` is
`-(a - g)² / (2 b)`. -/
theorem polar_energy {a b g : ℝ} (hb : 0 < b) (hga : g < a) :
    IsLeast (Set.range fun p : ℝ => energy a b g p p) (-(a - g) ^ 2 / (2 * b)) := by
  have hs : 0 < (a - g) / b := div_pos (by linarith) hb
  constructor
  · refine ⟨√((a - g) / b), ?_⟩
    show energy a b g (√((a - g) / b)) (√((a - g) / b)) = _
    rw [energy_polar hb.ne', Real.sq_sqrt hs.le]
    ring
  · rintro _ ⟨p, rfl⟩
    show _ ≤ energy a b g p p
    rw [energy_polar hb.ne']
    have n1 : 0 ≤ b / 2 * (p ^ 2 - (a - g) / b) ^ 2 := by positivity
    linarith
```

For $0<g<a$ the difference is

$$-\frac{(a-g)^2}{2b}+\frac{(a+g)^2}{2b}=\frac{2ag}{b}.$$

```lean
/-- For `b > 0` and `0 < g < a` the least energy `E₀` over all states lies exactly `2 a g / b`
below the least energy `E₁` over polar states. -/
theorem polar_gap {a b g E₀ E₁ : ℝ} (hb : 0 < b) (hg : 0 < g) (hga : g < a)
    (h₀ : IsLeast (Set.range fun z : ℝ × ℝ => energy a b g z.1 z.2) E₀)
    (h₁ : IsLeast (Set.range fun p : ℝ => energy a b g p p) E₁) :
    E₁ - E₀ = 2 * a * g / b := by
  rw [h₀.unique (ground_energy (hg.trans hga) hb hg), h₁.unique (polar_energy hb hga)]
  ring
```

The theorem takes any `E₀` and `E₁` that are least energies of the two classes. `IsLeast.unique` says that a set has at most one least element, so it identifies them with the values already found, and `ring` does the subtraction. The two previous energy theorems show that such `E₀` and `E₁` exist.

**Q:** What happens if I drop $g<a$?

**A:** Take $a=b=1$ and $g=2$. On the polar line $E(m,m)=m^2+\tfrac12m^4$, whose minimum is $0$ at $m=0$, the unpolarised state. The ground energy is $-9/2$, so the gap is $9/2$, while the formula gives $4$. The formula therefore fails once $g$ may exceed $a$; the two antipolar ground states survive.

**Q:** A polar state could be the best on its line and still slide off it. Would it?

**A:** That depends on $2g$ against $a$. For $b>0$ and $g<a$, the state $p=q=\sqrt s$ is a local minimum in the full plane exactly when $2g<a$.

```lean
/-- For `b > 0` and `g < a` the polar state `p = q = √((a - g) / b)` is a local minimum of the
energy in the plane of both polarisations if and only if `2 g < a`. -/
theorem polar_isLocalMin_iff {a b g : ℝ} (hb : 0 < b) (hga : g < a) :
    IsLocalMin (fun z : ℝ × ℝ => energy a b g z.1 z.2) (√((a - g) / b), √((a - g) / b))
      ↔ 2 * g < a := by
  have hs : 0 < (a - g) / b := div_pos (by linarith) hb
  have hP : (√((a - g) / b)) ^ 2 = (a - g) / b := Real.sq_sqrt hs.le
  have hbs : b * ((a - g) / b) = a - g := mul_div_cancel₀ _ hb.ne'
  have hm : ∀ m, energy a b g m m = energy a b g (√((a - g) / b)) (√((a - g) / b))
      + b / 2 * (m ^ 2 - (a - g) / b) ^ 2 := by
    intro m
    rw [energy_polar hb.ne' m, energy_polar hb.ne' (√((a - g) / b)), hP]
    ring
  generalize (a - g) / b = s at hs hP hbs hm ⊢
  constructor
  · intro h
    by_contra hn
    have h' : ∀ᶠ z : ℝ × ℝ in 𝓝 (√s, √s),
        energy a b g (√s) (√s) ≤ energy a b g z.1 z.2 := h
    -- a path through the polar state along which the energy falls
    have hcont : Continuous fun x : ℝ => (√(s - x ^ 2) + x, √(s - x ^ 2) - x) := by fun_prop
    have hc : Tendsto (fun x : ℝ => (√(s - x ^ 2) + x, √(s - x ^ 2) - x))
        (𝓝 0) (𝓝 (√s, √s)) := by
      simpa using hcont.tendsto 0
    have hsq : Continuous fun x : ℝ => x ^ 2 := by fun_prop
    have hsm : ∀ᶠ x : ℝ in 𝓝 0, x ^ 2 < s :=
      (hsq.tendsto 0).eventually_lt_const (by simpa using hs)
    obtain ⟨ε, hε, hball⟩ := Metric.eventually_nhds_iff.mp ((hc.eventually h').and hsm)
    have hx : 0 < ε / 2 := by positivity
    obtain ⟨h1, h2⟩ := @hball (ε / 2) (by
      rw [Real.dist_eq, sub_zero, abs_of_pos hx]
      linarith)
    generalize ε / 2 = x at hx h1 h2
    have h3 : energy a b g (√s) (√s)
        ≤ energy a b g (√(s - x ^ 2) + x) (√(s - x ^ 2) - x) := h1
    rw [energy_staggered, hm (√(s - x ^ 2)), Real.sq_sqrt (by linarith)] at h3
    have key : b / 2 * (s - x ^ 2 - s) ^ 2 + (3 * b * (s - x ^ 2) - a - g) * x ^ 2
        + b / 2 * x ^ 4 = -(2 * b * x ^ 4) - 2 * (2 * g - a) * x ^ 2 := by
      linear_combination 3 * x ^ 2 * hbs
    have p1 : 0 < 2 * b * x ^ 4 := by positivity
    have p2 : 0 ≤ 2 * (2 * g - a) * x ^ 2 := mul_nonneg (by linarith) (sq_nonneg _)
    linarith
  · intro h
    -- the staggered stiffness stays positive near the polar state
    have hcont : Continuous fun z : ℝ × ℝ => 3 * b * ((z.1 + z.2) / 2) ^ 2 := by fun_prop
    have hev : ∀ᶠ z : ℝ × ℝ in 𝓝 (√s, √s), a + g < 3 * b * ((z.1 + z.2) / 2) ^ 2 := by
      refine (hcont.tendsto (√s, √s)).eventually_const_lt ?_
      show a + g < 3 * b * ((√s + √s) / 2) ^ 2
      rw [show (√s + √s) / 2 = √s by ring, hP]
      linarith
    show ∀ᶠ z : ℝ × ℝ in 𝓝 (√s, √s), energy a b g (√s) (√s) ≤ energy a b g z.1 z.2
    filter_upwards [hev] with z hz
    have e := energy_staggered a b g ((z.1 + z.2) / 2) ((z.1 - z.2) / 2)
    rw [show (z.1 + z.2) / 2 + (z.1 - z.2) / 2 = z.1 by ring,
      show (z.1 + z.2) / 2 - (z.1 - z.2) / 2 = z.2 by ring, hm ((z.1 + z.2) / 2)] at e
    have n1 : 0 ≤ b / 2 * (((z.1 + z.2) / 2) ^ 2 - s) ^ 2 := by positivity
    have n2 : 0 ≤ (3 * b * ((z.1 + z.2) / 2) ^ 2 - a - g) * ((z.1 - z.2) / 2) ^ 2 :=
      mul_nonneg (by linarith) (sq_nonneg _)
    have n3 : 0 ≤ b / 2 * ((z.1 - z.2) / 2) ^ 4 := by positivity
    linarith

end AntiferroelectricGroundState
```

Suppose first that $2g<a$. At $m^2=s$ the staggered stiffness is $3bs-a-g=2(a-2g)>0$, and by continuity it stays positive nearby. With $m=(p+q)/2$ and $x=(p-q)/2$,

$$E(p,q)-E(\sqrt s,\sqrt s)=\tfrac b2(m^2-s)^2+(3bm^2-a-g)x^2+\tfrac b2x^4\ge0 .$$

In Lean, `hev` is the continuity step, and `n1`, `n2`, `n3` are the three signs.

Suppose instead that $2g\ge a$. Follow the path $m^2=s-x^2$, which passes through the polar state at $x=0$. The energy change along it is

$$\tfrac b2x^4+\left(3b(s-x^2)-a-g\right)x^2+\tfrac b2x^4=-2bx^4-2(2g-a)x^2,$$

which is negative for every small $x\neq0$, even at $2g=a$, where the stiffness vanishes. The proof assumes a local minimum, pulls its neighbourhood back along the path to an interval of radius `ε`, and tests $x=\varepsilon/2$. The identity `key` gives the contradiction.

**Q:** So have you proved that the material is antiferroelectric?

**A:** No. I have an antipolar ground state with a polar competitor at a known energy. Antiferroelectric behaviour also involves switching to the polar state in an applied field, and this energy has no field term.

**Q:** Is it of any use in a simulation, then?

**A:** As a caution. If total energies from an electronic-structure calculation are fitted to this uniform two-variable model and give $b>0$ and $0<2g<a$, a relaxation started near the polar state may settle there, although the antipolar states lie $2ag/b$ lower.

```lean
#print axioms AntiferroelectricGroundState.ground_states
-- 'AntiferroelectricGroundState.ground_states' depends on axioms: [propext, Classical.choice, Quot.sound]
#print axioms AntiferroelectricGroundState.polar_gap
-- 'AntiferroelectricGroundState.polar_gap' depends on axioms: [propext, Classical.choice, Quot.sound]
#print axioms AntiferroelectricGroundState.polar_isLocalMin_iff
-- 'AntiferroelectricGroundState.polar_isLocalMin_iff' depends on axioms: [propext, Classical.choice, Quot.sound]
```
